# Particle–hole pairs of the zero-field XX chain with fermion band J cos k (J > 0, 0 < q < π): energies from J sin q to 2J sin(q/2), momentum window of length q

## Can I trust the pair density right up to its singular edge?

To compute the zero-temperature longitudinal neutron spectrum of an XX chain, I replace a sum over fermion momenta by an integral over energy transfer. For \(J>0\) and \(0<q<\pi\), I take the pair energy to be \(w(k)=J\cos k-J\cos(k+q)\) with \(k\in[\pi/2-q,\pi/2]\), and I use the density

\[
D(\omega)=\frac{2}{\sqrt{4J^2\sin^2(q/2)-\omega^2}},\qquad J\sin q\le\omega<2J\sin(q/2).
\]

It diverges at the upper edge, where my last energy bin sits. I would like a full derivation, checked by machine, that the energies fill this interval, that \(D\) counts the pairs correctly up to the divergence, and that its total weight is \(q\).

## One sine wave, two branches

Yes, all three hold, and they follow from writing the pair energy as a single sine.

**The window.** Take the spin-1/2 chain \(H=J\sum_n(S^x_nS^x_{n+1}+S^y_nS^y_{n+1})\), with no field. Its Jordan–Wigner fermions have band energy \(J\cos k\), and the ground state fills the negative part. Moving a fermion from \(k+q\) to \(k\) requires \(\cos k\ge0\) and \(\cos(k+q)\le0\), with states at the Fermi level included. For \(k\in[-\pi,\pi]\) the first condition gives \(-\pi/2\le k\le\pi/2\). Then \(k+q\) lies between \(-\pi/2\) and \(3\pi/2\), so the second condition means \(k+q\ge\pi/2\). Together they give \(k\in[\pi/2-q,\pi/2]\).

**The energies.** Put \(A=2J\sin(q/2)>0\) and \(\theta=k+q/2\). Expanding \(\cos(\theta\mp q/2)\) gives

\[
w(k)=J\cos(\theta-q/2)-J\cos(\theta+q/2)=A\sin\theta .
\]

Hence \(w'(k)=A\cos\theta\) and \(w'(k)^2=A^2-w(k)^2\). Over the window, \(\theta\) runs from \(\pi/2-q/2\) to \(\pi/2+q/2\). There \(\sin\theta\) takes every value from \(\cos(q/2)\), at both ends, to \(1\), in the middle. Since \(A\cos(q/2)=J\sin q\), the image is \([J\sin q,A]\).

**The count.** An energy strictly between the edges is reached at two momenta, each contributing \(1/|w'|\), which is the origin of the 2 in \(D\). To include the singular edge, count cumulatively. For \(x\in[J\sin q,A]\), the condition \(w(k)\ge x\) means

\[
\arcsin(x/A)\le\theta\le\pi-\arcsin(x/A).
\]

This interval lies inside the window because \(\arcsin(x/A)\ge\pi/2-q/2\). Its length is \(\pi-2\arcsin(x/A)\). On the other side, \(2\arcsin(\omega/A)\) has derivative \(D(\omega)\), so

\[
\int_x^A D(\omega)\,d\omega=\pi-2\arcsin(x/A),
\]

the same number. At \(x=J\sin q\) we have \(\arcsin(\cos(q/2))=\pi/2-q/2\), and the total is \(q\).

For your bins, subtracting two such integrals gives the weight \(2\arcsin(b/A)-2\arcsin(a/A)\) between energies \(a\) and \(b\) in the continuum, which is finite even when \(b=A\).

### What the Lean statements say about the chain

`pairEnergy J q k` is \(w(k)\), `upperEdge J q` is \(A\), and `pairDensity J q ω` is \(D(\omega)\). All quantities are real numbers, with lattice spacing and \(\hbar\) set to one. At \(\omega=A\) Lean evaluates the density as zero, a single point that does not affect the integral.

- `allowed_window` is the equivalence between the two occupation conditions and the momentum window.
- `image_pairEnergy` is an equality of sets: every pair energy lies between the edges, and every energy between them occurs.
- `deriv_pairEnergy_sq` is the slope identity, valid for all real \(J,q,k\).
- `density_counts_pairs` equates the length of the set of window momenta with \(w(k)\ge x\), written `volume.real`, with the integral of the density from \(x\) to \(A\).
- `total_weight` is the integral over the whole continuum.

Weight here is length in \(k\); divide by \(2\pi\) for pairs per site. Momentum is continuous, as in an infinite chain. The free-fermion band and its filling are the physical input: the file contains no spin operators, Jordan–Wigner map or scattering cross-section. The link to your spectrum is that the longitudinal spin operator moves one fermion with a momentum-independent amplitude, so at zero temperature and in zero field the longitudinal dynamic structure factor at fixed \(q\) is proportional to \(D\) within the continuum and vanishes outside it.

```lean
import Mathlib

open Real Set MeasureTheory

namespace XXChainContinuum

noncomputable section

/-- Energy needed to move a Jordan-Wigner fermion of the XX chain, with band energy `J cos k`,
from momentum `k + q` to momentum `k`. -/
def pairEnergy (J q k : ℝ) : ℝ := J * cos k - J * cos (k + q)

/-- The energy `2 J sin (q/2)`. -/
def upperEdge (J q : ℝ) : ℝ := 2 * J * sin (q / 2)

/-- The inverse-square-root density `2 / √(4 J² sin² (q/2) - ω²)`, meant for energies `ω` with
`|ω| < |2 J sin (q/2)|`. -/
def pairDensity (J q ω : ℝ) : ℝ := 2 / √(upperEdge J q ^ 2 - ω ^ 2)

/-- For `0 < q < π` and `k` in the Brillouin zone `[-π, π]`, the band energy factor is nonnegative
at `k` and nonpositive at `k + q` exactly when `k` lies in `[π/2 - q, π/2]`. -/
theorem allowed_window {q k : ℝ} (hq : 0 < q) (hq' : q < π) (hk : k ∈ Icc (-π) π) :
    (0 ≤ cos k ∧ cos (k + q) ≤ 0) ↔ k ∈ Icc (π / 2 - q) (π / 2) := by
  have hpi := Real.pi_pos
  obtain ⟨hk1, hk2⟩ := hk
  constructor
  · rintro ⟨h1, h2⟩
    -- a nonnegative cosine confines k to the central half of the zone
    have hlow : -(π / 2) ≤ k := by
      by_contra h
      have h3 := Real.cos_neg_of_pi_div_two_lt_of_lt (x := -k) (by linarith) (by linarith)
      rw [Real.cos_neg] at h3
      linarith
    constructor
    · by_contra h
      have h3 := Real.cos_pos_of_mem_Ioo (x := k + q) ⟨by linarith, by linarith⟩
      linarith
    · by_contra h
      have h3 := Real.cos_neg_of_pi_div_two_lt_of_lt (x := k) (by linarith) (by linarith)
      linarith
  · rintro ⟨h1, h2⟩
    exact ⟨Real.cos_nonneg_of_mem_Icc ⟨by linarith, h2⟩,
      Real.cos_nonpos_of_pi_div_two_le_of_le (by linarith) (by linarith)⟩

/-- The pair energy is a single sine wave in `k`, with amplitude `2 J sin (q/2)`. -/
theorem pairEnergy_eq (J q k : ℝ) :
    pairEnergy J q k = upperEdge J q * sin (k + q / 2) := by
  have h1 := Real.cos_sub (k + q / 2) (q / 2)
  have h2 := Real.cos_add (k + q / 2) (q / 2)
  rw [show k + q / 2 - q / 2 = k by ring] at h1
  rw [show k + q / 2 + q / 2 = k + q by ring] at h2
  unfold pairEnergy upperEdge
  linear_combination J * h1 - J * h2

/-- The squared slope of the pair energy depends on `k` only through the energy itself:
`w'(k)² = 4 J² sin² (q/2) - w(k)²`. -/
theorem deriv_pairEnergy_sq (J q k : ℝ) :
    deriv (pairEnergy J q) k ^ 2 = upperEdge J q ^ 2 - pairEnergy J q k ^ 2 := by
  have h : HasDerivAt (pairEnergy J q) (upperEdge J q * cos (k + q / 2)) k := by
    rw [show pairEnergy J q = fun k => upperEdge J q * sin (k + q / 2) from
      funext (pairEnergy_eq J q)]
    exact ((((hasDerivAt_id' k).add_const (q / 2)).sin).const_mul
      (upperEdge J q)).congr_deriv (by ring)
  rw [h.deriv, pairEnergy_eq]
  linear_combination upperEdge J q ^ 2 * Real.sin_sq_add_cos_sq (k + q / 2)

/-- For `J > 0` and `0 < q < π` the energy `2 J sin (q/2)` is positive, and `J sin q` is
`cos (q/2)` times it. -/
theorem edges {J q : ℝ} (hJ : 0 < J) (hq : 0 < q) (hq' : q < π) :
    0 < upperEdge J q ∧ J * sin q = upperEdge J q * cos (q / 2) := by
  have hs : 0 < sin (q / 2) := Real.sin_pos_of_pos_of_lt_pi (by linarith) (by linarith)
  have h := Real.sin_two_mul (q / 2)
  rw [show 2 * (q / 2) = q by ring] at h
  unfold upperEdge
  exact ⟨by positivity, by rw [h]; ring⟩

/-- On `[0, π]` the sine reaches a level `s` in `[-1, 1]` exactly between the angles `arcsin s`
and `π - arcsin s`. -/
theorem le_sin_iff {s θ : ℝ} (hs : s ∈ Icc (-1 : ℝ) 1) (hθ : θ ∈ Icc 0 π) :
    s ≤ sin θ ↔ arcsin s ≤ θ ∧ θ ≤ π - arcsin s := by
  have hpi := Real.pi_pos
  have hu := Real.arcsin_le_pi_div_two s
  obtain ⟨h0, h1⟩ := hθ
  rcases le_total θ (π / 2) with h | h
  · rw [← Real.arcsin_le_iff_le_sin hs ⟨by linarith, h⟩]
    exact ⟨fun h2 => ⟨h2, by linarith⟩, fun h2 => h2.1⟩
  · rw [← Real.sin_pi_sub θ, ← Real.arcsin_le_iff_le_sin hs ⟨by linarith, by linarith⟩]
    exact ⟨fun h2 => ⟨by linarith, by linarith⟩, fun h2 => by linarith [h2.2]⟩

/-- For `J > 0`, `0 < q < π` and an energy `x` between `J sin q` and `2 J sin (q/2)`, the ratio of
`x` to `2 J sin (q/2)` is a sine value whose arcsine is at least `π/2 - q/2`. -/
theorem energy_angle {J q x : ℝ} (hJ : 0 < J) (hq : 0 < q) (hq' : q < π)
    (hx : x ∈ Icc (J * sin q) (upperEdge J q)) :
    x / upperEdge J q ∈ Icc (-1 : ℝ) 1 ∧ π / 2 - q / 2 ≤ arcsin (x / upperEdge J q) := by
  obtain ⟨hA, hlow⟩ := edges hJ hq hq'
  have h1 : cos (q / 2) ≤ x / upperEdge J q := by
    rw [le_div_iff₀ hA]
    linarith [hx.1, mul_comm (cos (q / 2)) (upperEdge J q)]
  have hs : x / upperEdge J q ∈ Icc (-1 : ℝ) 1 :=
    ⟨by linarith [Real.neg_one_le_cos (q / 2)], by rw [div_le_one hA]; exact hx.2⟩
  refine ⟨hs, ?_⟩
  rw [Real.le_arcsin_iff_sin_le ⟨by linarith, by linarith⟩ hs, Real.sin_pi_div_two_sub]
  exact h1

/-- For `J > 0` and `0 < q < π`, the pair energies over the window `[π/2 - q, π/2]` fill exactly
the interval from `J sin q` to `2 J sin (q/2)`. -/
theorem image_pairEnergy {J q : ℝ} (hJ : 0 < J) (hq : 0 < q) (hq' : q < π) :
    pairEnergy J q '' Icc (π / 2 - q) (π / 2) = Icc (J * sin q) (upperEdge J q) := by
  obtain ⟨hA, hlow⟩ := edges hJ hq hq'
  ext y
  constructor
  · rintro ⟨k, ⟨hk1, hk2⟩, rfl⟩
    have harc : arcsin (cos (q / 2)) = π / 2 - q / 2 := by
      rw [← Real.sin_pi_div_two_sub, Real.arcsin_sin (by linarith) (by linarith)]
    have h1 : cos (q / 2) ≤ sin (k + q / 2) := by
      rw [le_sin_iff ⟨Real.neg_one_le_cos _, Real.cos_le_one _⟩
        ⟨by linarith, by linarith⟩, harc]
      exact ⟨by linarith, by linarith⟩
    rw [pairEnergy_eq, hlow]
    exact ⟨mul_le_mul_of_nonneg_left h1 hA.le,
      mul_le_of_le_one_right hA.le (Real.sin_le_one _)⟩
  · intro hy
    obtain ⟨hs, ha⟩ := energy_angle hJ hq hq' hy
    have hu := Real.arcsin_le_pi_div_two (y / upperEdge J q)
    -- the rising branch of the sine already reaches every energy
    refine ⟨arcsin (y / upperEdge J q) - q / 2, ⟨by linarith, by linarith⟩, ?_⟩
    rw [pairEnergy_eq, sub_add_cancel, Real.sin_arcsin hs.1 hs.2]
    exact mul_div_cancel₀ y hA.ne'

/-- If `A = 2 J sin (q/2)` is positive and `-A ≤ x ≤ A`, the density is integrable from `x` up to
its singularity at `A`, with integral `π - 2 arcsin (x/A)`. -/
theorem integral_pairDensity {J q x : ℝ} (hA : 0 < upperEdge J q)
    (hx : x ∈ Icc (-upperEdge J q) (upperEdge J q)) :
    IntervalIntegrable (pairDensity J q) volume x (upperEdge J q) ∧
    ∫ ω in x..upperEdge J q, pairDensity J q ω = π - 2 * arcsin (x / upperEdge J q) := by
  have hc : ContinuousOn (fun ω => 2 * arcsin (ω / upperEdge J q)) (Icc x (upperEdge J q)) :=
    (continuous_const.mul
      (Real.continuous_arcsin.comp (continuous_id.div_const _))).continuousOn
  have hd : ∀ ω ∈ Ioo x (upperEdge J q),
      HasDerivAt (fun ω => 2 * arcsin (ω / upperEdge J q)) (pairDensity J q ω) ω := by
    intro ω hω
    have h1 : -1 < ω / upperEdge J q := by
      rw [lt_div_iff₀ hA]; linarith [hω.1, hx.1]
    have h2 : ω / upperEdge J q < 1 := by
      rw [div_lt_one hA]; exact hω.2
    have houter := Real.hasDerivAt_arcsin h1.ne' h2.ne
    have hinner := (hasDerivAt_id' ω).div_const (upperEdge J q)
    have h := (houter.comp ω hinner).const_mul (2 : ℝ)
    have hs : √(upperEdge J q ^ 2 - ω ^ 2)
        = upperEdge J q * √(1 - (ω / upperEdge J q) ^ 2) := by
      rw [show upperEdge J q ^ 2 - ω ^ 2
        = upperEdge J q ^ 2 * (1 - (ω / upperEdge J q) ^ 2) by field_simp,
        Real.sqrt_mul (sq_nonneg _), Real.sqrt_sq hA.le]
    refine h.congr_deriv ?_
    rw [pairDensity, hs]
    generalize √(1 - (ω / upperEdge J q) ^ 2) = S
    ring
  -- a nonnegative derivative of a continuous function is integrable up to the singular edge
  have hi : IntervalIntegrable (pairDensity J q) volume x (upperEdge J q) :=
    (intervalIntegrable_iff_integrableOn_Ioc_of_le hx.2).2
      (intervalIntegral.integrableOn_deriv_of_nonneg hc hd
        (fun ω _ => div_nonneg zero_le_two (Real.sqrt_nonneg _)))
  refine ⟨hi, ?_⟩
  rw [intervalIntegral.integral_eq_sub_of_hasDerivAt_of_le hx.2 hc hd hi,
    div_self hA.ne', Real.arcsin_one]
  ring

/-- For `J > 0`, `0 < q < π` and `x` between `J sin q` and `2 J sin (q/2)`, the length of the set of
window momenta with pair energy at least `x` is the integral of the density from `x` to
`2 J sin (q/2)`. -/
theorem density_counts_pairs {J q x : ℝ} (hJ : 0 < J) (hq : 0 < q) (hq' : q < π)
    (hx : x ∈ Icc (J * sin q) (upperEdge J q)) :
    volume.real {k | k ∈ Icc (π / 2 - q) (π / 2) ∧ x ≤ pairEnergy J q k}
      = ∫ ω in x..upperEdge J q, pairDensity J q ω := by
  obtain ⟨hA, -⟩ := edges hJ hq hq'
  obtain ⟨hs, ha⟩ := energy_angle hJ hq hq' hx
  have hu := Real.arcsin_le_pi_div_two (x / upperEdge J q)
  have hx' : -upperEdge J q ≤ x := by
    have h := (le_div_iff₀ hA).1 hs.1
    linarith
  have hlevel : ∀ k, x ≤ pairEnergy J q k ↔ x / upperEdge J q ≤ sin (k + q / 2) := by
    intro k
    rw [pairEnergy_eq, div_le_iff₀ hA, mul_comm]
  -- the momenta above the level x form one interval centred at the maximum
  have hset : {k | k ∈ Icc (π / 2 - q) (π / 2) ∧ x ≤ pairEnergy J q k}
      = Icc (arcsin (x / upperEdge J q) - q / 2)
          (π - arcsin (x / upperEdge J q) - q / 2) := by
    ext k
    simp only [mem_ofPred_eq, mem_Icc]
    rw [hlevel]
    constructor
    · rintro ⟨⟨h1, h2⟩, h3⟩
      obtain ⟨h4, h5⟩ := (le_sin_iff hs ⟨by linarith, by linarith⟩).1 h3
      exact ⟨by linarith, by linarith⟩
    · rintro ⟨h1, h2⟩
      exact ⟨⟨by linarith, by linarith⟩,
        (le_sin_iff hs ⟨by linarith, by linarith⟩).2 ⟨by linarith, by linarith⟩⟩
  rw [hset, Real.volume_real_Icc_of_le (by linarith),
    (integral_pairDensity hA ⟨hx', hx.2⟩).2]
  ring

/-- For `J > 0` and `0 < q < π`, the density integrated from `J sin q` to `2 J sin (q/2)`
equals `q`. -/
theorem total_weight {J q : ℝ} (hJ : 0 < J) (hq : 0 < q) (hq' : q < π) :
    ∫ ω in (J * sin q)..upperEdge J q, pairDensity J q ω = q := by
  obtain ⟨hA, hlow⟩ := edges hJ hq hq'
  have harc : arcsin (cos (q / 2)) = π / 2 - q / 2 := by
    rw [← Real.sin_pi_div_two_sub, Real.arcsin_sin (by linarith) (by linarith)]
  have h1 := Real.neg_one_le_cos (q / 2)
  have h2 := Real.cos_le_one (q / 2)
  rw [hlow, (integral_pairDensity hA ⟨by nlinarith, by nlinarith⟩).2,
    mul_div_cancel_left₀ _ hA.ne', harc]
  ring

end

end XXChainContinuum
```

```lean
#print axioms XXChainContinuum.deriv_pairEnergy_sq
#print axioms XXChainContinuum.image_pairEnergy
#print axioms XXChainContinuum.density_counts_pairs
#print axioms XXChainContinuum.total_weight
```

```
'XXChainContinuum.deriv_pairEnergy_sq' depends on axioms: [propext, Classical.choice, Quot.sound]
'XXChainContinuum.image_pairEnergy' depends on axioms: [propext, Classical.choice, Quot.sound]
'XXChainContinuum.density_counts_pairs' depends on axioms: [propext, Classical.choice, Quot.sound]
'XXChainContinuum.total_weight' depends on axioms: [propext, Classical.choice, Quot.sound]
```

### From the sine formula to the integral in Lean

`allowed_window` uses the sign of the cosine on each range; each wrong position of \(k\) contradicts one of the two conditions. `pairEnergy_eq` combines the two cosine addition formulas into \(A\sin(k+q/2)\). `deriv_pairEnergy_sq` differentiates that form and finishes with \(\sin^2+\cos^2=1\).

`edges` supplies \(A>0\) and \(J\sin q=A\cos(q/2)\). `le_sin_iff` solves \(s\le\sin\theta\) on \([0,\pi]\): it splits at \(\pi/2\) and treats the falling half through \(\sin(\pi-\theta)=\sin\theta\). `energy_angle` proves \(\arcsin(x/A)\ge\pi/2-q/2\), the bound that keeps the counted interval inside the window.

In `image_pairEnergy`, one inclusion bounds the sine between \(\cos(q/2)\) and \(1\). The other names a momentum for each energy \(y\), namely \(\arcsin(y/A)-q/2\) on the rising branch.

The divergence is handled in `integral_pairDensity`. The antiderivative \(2\arcsin(\omega/A)\) is continuous up to \(A\) and has the nonnegative derivative \(D\) in the open interval. Mathlib's `integrableOn_deriv_of_nonneg` turns this into integrability, and the fundamental theorem of calculus then gives the value.

`density_counts_pairs` rewrites the set of momenta as one closed interval (`hset`), takes its length and compares it with that value. `total_weight` evaluates the same integral formula at the lower edge.
